# Below full filling, a shared eigenvector without zeros fixes a spin-independent lattice potential up to a constant

Electrons on a lattice of heavy atoms, with four spinor states on each site, feel an electrostatic potential that may differ from site to site, and one can ask whether two different potentials could have the same many-electron eigenstate when the rest of the Hamiltonian is unchanged. For n electrons on M sites with 1 ≤ n < 4M, an eigenstate with a nonzero amplitude for every choice of n occupied spinor states allows only a constant difference between the potentials, while at n = 4M every potential has the same eigenstate.

```lean
import Mathlib

open Matrix

namespace SpinorLatticeDFT

noncomputable section

/-- The one-electron spinor states: a site and one of four spinor components. -/
abbrev Orbital (M : ℕ) := Fin M × Fin 4

/-- An `n`-electron configuration: a set of `n` distinct occupied spinor states. -/
abbrev Config (M n : ℕ) := {S : Finset (Orbital M) // S.card = n}

variable {M n : ℕ}

/-- The energy of a configuration in a spin-independent site potential. -/
def siteEnergy (v : Fin M → ℝ) (S : Config M n) : ℝ := ∑ p ∈ S.1, v p.1

/-- The many-electron Hamiltonian `H0 + v`, where the site potential is diagonal
in the configurations. -/
def hamiltonian (H0 : Matrix (Config M n) (Config M n) ℂ) (v : Fin M → ℝ) :
    Matrix (Config M n) (Config M n) ℂ :=
  H0 + Matrix.diagonal (fun S => (siteEnergy v S : ℂ))

/-- A nonzero wavefunction `ψ` that solves the eigenvalue equation `H ψ = E ψ`. -/
def IsEigenstate (H : Matrix (Config M n) (Config M n) ℂ)
    (ψ : Config M n → ℂ) (E : ℂ) : Prop :=
  ψ ≠ 0 ∧ H *ᵥ ψ = E • ψ

/-- The Hamiltonian acts on an amplitude through `H0` and through multiplication by the
potential energy of the configuration. -/
theorem hamiltonian_apply (H0 : Matrix (Config M n) (Config M n) ℂ) (v : Fin M → ℝ)
    (ψ : Config M n → ℂ) (S : Config M n) :
    (hamiltonian H0 v *ᵥ ψ) S = (H0 *ᵥ ψ) S + (siteEnergy v S : ℂ) * ψ S := by
  rw [hamiltonian, Matrix.add_mulVec, Pi.add_apply, Matrix.mulVec_diagonal]

/-- If two potentials share an eigenstate, their energies on any configuration with nonzero
amplitude differ by the difference of the eigenvalues. -/
theorem energy_difference {H0 : Matrix (Config M n) (Config M n) ℂ} {v v' : Fin M → ℝ}
    {ψ : Config M n → ℂ} {E E' : ℂ} (h : IsEigenstate (hamiltonian H0 v) ψ E)
    (h' : IsEigenstate (hamiltonian H0 v') ψ E') (S : Config M n) (hS : ψ S ≠ 0) :
    ((siteEnergy (v - v') S : ℝ) : ℂ) = E - E' := by
  have h1 := congrFun h.2 S
  have h2 := congrFun h'.2 S
  rw [hamiltonian_apply, Pi.smul_apply, smul_eq_mul] at h1 h2
  have hsub : siteEnergy (v - v') S = siteEnergy v S - siteEnergy v' S := by
    simp [siteEnergy, Finset.sum_sub_distrib]
  rw [hsub, Complex.ofReal_sub]
  -- the unknown action of H0 cancels between the two equations
  apply mul_right_cancel₀ hS
  linear_combination h1 - h2

/-- For `1 ≤ n < 4M`, a site potential that gives all `n`-electron configurations the same
energy has the same value on all sites. -/
theorem constant_of_equal_energies (h1 : 1 ≤ n) (hn : n < 4 * M) (w : Fin M → ℝ)
    (h : ∀ S T : Config M n, siteEnergy w S = siteEnergy w T) (i j : Fin M) :
    w i = w j := by
  by_cases hij : i = j
  · rw [hij]
  have hqp : ((j, 0) : Orbital M) ≠ (i, 0) := fun e => hij (congrArg Prod.fst e).symm
  have hcard : (((Finset.univ : Finset (Orbital M)).erase (i, 0)).erase (j, 0)).card
      = 4 * M - 2 := by
    rw [Finset.card_erase_of_mem (Finset.mem_erase.2 ⟨hqp, Finset.mem_univ _⟩),
      Finset.card_erase_of_mem (Finset.mem_univ _), Finset.card_univ]
    simp only [Fintype.card_prod, Fintype.card_fin]
    omega
  -- n - 1 spectator electrons avoid both chosen states
  obtain ⟨T, hT, hTn⟩ := Finset.exists_subset_card_eq
    (show n - 1 ≤ (((Finset.univ : Finset (Orbital M)).erase (i, 0)).erase (j, 0)).card by
      rw [hcard]; omega)
  have hp : ((i, 0) : Orbital M) ∉ T := fun e =>
    (Finset.mem_erase.1 (Finset.mem_erase.1 (hT e)).2).1 rfl
  have hq : ((j, 0) : Orbital M) ∉ T := fun e => (Finset.mem_erase.1 (hT e)).1 rfl
  have cp : (insert ((i, 0) : Orbital M) T).card = n := by
    rw [Finset.card_insert_of_notMem hp, hTn]; omega
  have cq : (insert ((j, 0) : Orbital M) T).card = n := by
    rw [Finset.card_insert_of_notMem hq, hTn]; omega
  -- the last electron is moved from site i to site j
  have key := h ⟨_, cp⟩ ⟨_, cq⟩
  simp only [siteEnergy, Finset.sum_insert hp, Finset.sum_insert hq] at key
  linarith

/-- There is an `n`-electron configuration whenever `n ≤ 4M`. -/
theorem config_nonempty (hn : n ≤ 4 * M) : Nonempty (Config M n) := by
  obtain ⟨S, _, hS⟩ := Finset.exists_subset_card_eq
    (show n ≤ (Finset.univ : Finset (Orbital M)).card by
      rw [Finset.card_univ]
      simp only [Fintype.card_prod, Fintype.card_fin]
      omega)
  exact ⟨⟨S, hS⟩⟩

/-- For `1 ≤ n < 4M`, two site potentials that share an eigenstate with no vanishing amplitude
differ by a constant `c`, and the eigenvalues differ by `n c`. -/
theorem potential_unique (h1 : 1 ≤ n) (hn : n < 4 * M)
    {H0 : Matrix (Config M n) (Config M n) ℂ} {v v' : Fin M → ℝ}
    {ψ : Config M n → ℂ} {E E' : ℂ} (hψ : ∀ S, ψ S ≠ 0)
    (h : IsEigenstate (hamiltonian H0 v) ψ E)
    (h' : IsEigenstate (hamiltonian H0 v') ψ E') :
    ∃ c : ℝ, (∀ i, v i - v' i = c) ∧ E - E' = n * c := by
  have hd := fun S => energy_difference h h' S (hψ S)
  have hw := constant_of_equal_energies h1 hn (v - v')
    (fun S T => Complex.ofReal_injective ((hd S).trans (hd T).symm))
  have hM : 0 < M := by omega
  obtain ⟨S⟩ := config_nonempty hn.le
  refine ⟨(v - v') ⟨0, hM⟩, fun i => hw i ⟨0, hM⟩, ?_⟩
  have hs : siteEnergy (v - v') S = n * (v - v') ⟨0, hM⟩ := by
    unfold siteEnergy
    rw [Finset.sum_congr rfl (fun p _ => hw p.1 ⟨0, hM⟩), Finset.sum_const, S.2,
      nsmul_eq_mul]
  rw [← hd S, hs, Complex.ofReal_mul, Complex.ofReal_natCast]

/-- Raising the site potential by a constant `c` keeps every `n`-electron eigenstate and
raises its eigenvalue by `n c`. -/
theorem eigenstate_shift {H0 : Matrix (Config M n) (Config M n) ℂ} {v : Fin M → ℝ}
    {ψ : Config M n → ℂ} {E : ℂ} (h : IsEigenstate (hamiltonian H0 v) ψ E) (c : ℝ) :
    IsEigenstate (hamiltonian H0 (fun i => v i + c)) ψ (E + n * c) := by
  refine ⟨h.1, funext fun S => ?_⟩
  have h1 := congrFun h.2 S
  have hs : siteEnergy (fun i => v i + c) S = siteEnergy v S + n * c := by
    unfold siteEnergy
    rw [Finset.sum_add_distrib, Finset.sum_const, S.2, nsmul_eq_mul]
  rw [hamiltonian_apply, Pi.smul_apply, smul_eq_mul] at h1 ⊢
  rw [hs]
  push_cast
  linear_combination h1

/-- When all `4M` spinor states are filled, every nonzero wavefunction is an eigenstate
for every site potential. -/
theorem filled_shares (H0 : Matrix (Config M (4 * M)) (Config M (4 * M)) ℂ)
    (ψ : Config M (4 * M) → ℂ) (hψ : ψ ≠ 0) (v : Fin M → ℝ) :
    ∃ E, IsEigenstate (hamiltonian H0 v) ψ E := by
  have full : ∀ S : Config M (4 * M), S.1 = Finset.univ := fun S =>
    Finset.eq_univ_of_card S.1 (by
      rw [S.2]
      simp only [Fintype.card_prod, Fintype.card_fin]
      omega)
  obtain ⟨S, hS⟩ := Function.ne_iff.1 hψ
  have hS' : ψ S ≠ 0 := hS
  refine ⟨(hamiltonian H0 v *ᵥ ψ) S / ψ S, hψ, funext fun T => ?_⟩
  -- there is only one configuration
  have hTS : T = S := Subtype.ext ((full T).trans (full S).symm)
  rw [hTS, Pi.smul_apply, smul_eq_mul]
  field_simp

/-- On at least two sites with `1 ≤ n ≤ 4M`, let `ψ` have no vanishing amplitude. Any two site
potentials with `ψ` as common eigenstate differ by a constant if and only if `n < 4M`. -/
theorem determination_iff (hM : 2 ≤ M) (h1 : 1 ≤ n) (hn : n ≤ 4 * M)
    (H0 : Matrix (Config M n) (Config M n) ℂ) (ψ : Config M n → ℂ) (hψ : ∀ S, ψ S ≠ 0) :
    (∀ (v v' : Fin M → ℝ) (E E' : ℂ), IsEigenstate (hamiltonian H0 v) ψ E →
      IsEigenstate (hamiltonian H0 v') ψ E' → ∃ c : ℝ, ∀ i, v i - v' i = c) ↔
    n < 4 * M := by
  constructor
  · intro H
    by_contra hlt
    have hfull : n = 4 * M := by omega
    subst hfull
    obtain ⟨S⟩ := config_nonempty hn
    have h0 : ψ ≠ 0 := fun e => hψ S (congrFun e S)
    -- a potential on one site only cannot be told from no potential
    obtain ⟨E, hE⟩ := filled_shares H0 ψ h0 (fun i => if i.val = 0 then 1 else 0)
    obtain ⟨E', hE'⟩ := filled_shares H0 ψ h0 (fun _ => 0)
    obtain ⟨c, hc⟩ := H _ _ E E' hE hE'
    have a : (1 : ℝ) = c := by simpa using hc ⟨0, by omega⟩
    have b : (0 : ℝ) = c := by simpa using hc ⟨1, by omega⟩
    linarith
  · intro hlt v v' E E' h h'
    obtain ⟨c, hc, _⟩ := potential_unique h1 hlt hψ h h'
    exact ⟨c, hc⟩

/-- For `H0 = 0`, the wavefunction concentrated on a single configuration is an eigenstate
for every site potential. -/
theorem single_configuration_shares (S : Config M n) (v : Fin M → ℝ) :
    IsEigenstate (hamiltonian 0 v) (Pi.single S 1) (siteEnergy v S : ℂ) := by
  refine ⟨fun e => ?_, funext fun T => ?_⟩
  · have := congrFun e S
    simp at this
  · rw [hamiltonian_apply, Matrix.zero_mulVec, Pi.smul_apply, smul_eq_mul]
    by_cases hTS : T = S
    · simp [hTS]
    · simp [hTS]

/-- For `n ≤ 4M`, the uniform wavefunction is an eigenstate of the operator whose matrix
elements between configurations all equal one, at zero site potential. -/
theorem uniform_witness (hn : n ≤ 4 * M) :
    IsEigenstate (hamiltonian (Matrix.of fun _ _ : Config M n => (1 : ℂ)) (fun _ => 0))
      (fun _ => 1) (Fintype.card (Config M n) : ℂ) := by
  obtain ⟨S⟩ := config_nonempty hn
  refine ⟨fun e => one_ne_zero (congrFun e S), funext fun T => ?_⟩
  rw [hamiltonian_apply]
  simp [Matrix.mulVec, dotProduct, siteEnergy]

end

end SpinorLatticeDFT
```

```lean
#print axioms SpinorLatticeDFT.potential_unique
-- 'SpinorLatticeDFT.potential_unique' depends on axioms: [propext, Classical.choice, Quot.sound]
#print axioms SpinorLatticeDFT.eigenstate_shift
-- 'SpinorLatticeDFT.eigenstate_shift' depends on axioms: [propext, Classical.choice, Quot.sound]
#print axioms SpinorLatticeDFT.determination_iff
-- 'SpinorLatticeDFT.determination_iff' depends on axioms: [propext, Classical.choice, Quot.sound]
#print axioms SpinorLatticeDFT.single_configuration_shares
-- 'SpinorLatticeDFT.single_configuration_shares' depends on axioms: [propext, Classical.choice, Quot.sound]
```

## What the theorems say about the two potentials

A spinor state is a pair (i, a), with site i = 0, …, M − 1 and component a = 0, …, 3. A configuration S is a set of n distinct occupied spinor states. The wavefunction ψ assigns a complex amplitude ψ(S) to each configuration. A site potential v has a real value v(i) on each site, and its energy on a configuration is

V(S) = Σ v(i), summed over the occupied states (i, a) in S.

The Hamiltonian is H0 + v, where H0 is a fixed matrix between configurations, the same for all potentials that are compared, and v acts by multiplying ψ(S) by V(S).

The theorem `potential_unique` takes 1 ≤ n < 4M, a wavefunction with ψ(S) ≠ 0 for every S, and two potentials v and v' for which ψ is an eigenstate with eigenvalues E and E'. It concludes that there is a real number c with

v(i) − v'(i) = c for every site i, and E − E' = n c.

The theorem `determination_iff` locates the boundary. Fix M ≥ 2, 1 ≤ n ≤ 4M, any H0 and any ψ without zeros. The statement "any two potentials that have ψ as an eigenstate differ by a constant" is then true exactly when n < 4M. The condition M ≥ 2 is there because on a single site every potential difference is constant, even when the site is full.

At complete filling, `filled_shares` says that every nonzero ψ is an eigenstate of H0 + v for every v. The eigenvalue may depend on v, but the state carries no information about it.

## The physics in the definitions

`Orbital M` is the set of spinor states, and `Config M n` is the set of their n-element subsets. Using subsets builds in the Pauli principle: each configuration stands for one Slater determinant of orthonormal spinor states, and the fermionic signs belong in the matrix elements of H0.

`hamiltonian H0 v` adds a diagonal matrix to `H0`. The matrix `H0` is arbitrary, so it may contain hopping, spin-orbit coupling, coupling between large and small components, and electron-electron interaction. It need not even be Hermitian, which is why `IsEigenstate` allows a complex eigenvalue. A physical Hamiltonian is the Hermitian special case. `IsEigenstate` requires ψ to be nonzero; ψ need not be normalised and need not be a ground state.

The potential depends on the site only and acts equally on all four components, as an electrostatic potential does in the Dirac equation. The model does not project onto positive-energy states. In a no-pair Hamiltonian, which makes this projection, the projected potential is in general not diagonal in these configurations, and the theorems do not cover that case. Magnetic fields and other component-dependent terms can enter only through the fixed matrix H0. The number of sites is finite and the number of occupied spinor states is fixed; no continuum limit is taken.

The result is a finite-lattice analogue, at fixed electron number and for states without zeros, of the first step in the Hohenberg–Kohn argument, where a ground state determines its potential up to a constant. The second step, from the density to the state, does not enter: the file defines no density and uses no variational principle.

The absence of zeros is an assumption about the state, and it means that every way of placing the electrons has a nonzero probability. This is a strong demand. If H0 conserves the number of electrons in each spinor component, for example, an eigenstate with definite component numbers vanishes on all configurations with other numbers. Component mixing, such as that from spin-orbit coupling, can remove this particular obstruction, though it does not guarantee a state without zeros.

## Subtracting the eigenvalue equations and moving one electron

Let V and V' be the configuration energies that belong to v and v'. At any configuration S the two eigenvalue equations read

(H0 ψ)(S) + V(S) ψ(S) = E ψ(S),

(H0 ψ)(S) + V'(S) ψ(S) = E' ψ(S).

The first term is the same in both, however complicated H0 may be. Subtraction gives

[V(S) − V'(S)] ψ(S) = (E − E') ψ(S).

Since ψ(S) ≠ 0, it can be divided out:

V(S) − V'(S) = E − E'.

Write w = v − v' and W(S) = V(S) − V'(S). Then W has the same value on all configurations.

Now take two different sites i and j, and the states (i, 0) and (j, 0). There are 4M − 2 other spinor states. Because n < 4M, the number n − 1 is at most 4M − 2, so n − 1 electrons can be placed in a set T that avoids both chosen states. Put the last electron first in (i, 0) and then in (j, 0). Both are valid n-electron configurations, so their W energies agree:

w(i) + Σ_T w = w(j) + Σ_T w,

where Σ_T w is the contribution of the electrons in T. Hence w(i) = w(j). For n = 1 the set T is empty and the argument still holds. As i and j were arbitrary, w is a constant c. Each of the n electrons then contributes c to W(S), so

E − E' = W(S) = n c.

At n = 4M there is no empty state for an electron to move to. Only one configuration S exists, H0 + v is a 1 × 1 matrix, and any nonzero ψ is an eigenvector with

E = (H0 + v)(S, S) = H0(S, S) + 4 Σ_i v(i).

With at least two sites, compare the potential that is 1 on site 0 and 0 elsewhere with the zero potential. They share ψ, yet their difference is 1 on site 0 and 0 on site 1.

## The same steps in Lean

`hamiltonian_apply` writes the action of the Hamiltonian at one configuration as the two terms used above. `energy_difference` then evaluates both eigenvalue equations at S with `congrFun`. The step `mul_right_cancel₀ hS` reduces the goal to the equation multiplied by ψ(S), and `linear_combination h1 - h2` performs the subtraction in which H0 disappears.

`constant_of_equal_energies` contains the electron move. It removes (i, 0) and (j, 0) from the set of all spinor states, counts the 4M − 2 that remain, and obtains T from `Finset.exists_subset_card_eq`. The facts `cp` and `cq` confirm that adding either state to T gives n electrons. Applying the equal-energy hypothesis to these two configurations produces `key`; after `Finset.sum_insert` separates the moved electron from T, `linarith` cancels the common sum.

`potential_unique` joins the two lemmas. The eigenvalues are complex and the potentials real, so `Complex.ofReal_injective` carries the equality of energies back to the real numbers. The constant c is read off at site 0. `config_nonempty` supplies a configuration on which to sum it n times, which gives the relation between the eigenvalues.

For complete filling, `filled_shares` shows that every configuration equals the full set, and takes (Hψ)(S)/ψ(S) as the eigenvalue. In `determination_iff`, the direction towards n < 4M is by contradiction: if n = 4M, the two potentials compared above would have to differ by a constant c that equals both 1 and 0. The other direction is `potential_unique`.

## A constant shift, a state with zeros and a state without

`eigenstate_shift` gives the converse of the uniqueness result: adding c to the potential on every site keeps every n-electron eigenstate and raises its eigenvalue by n c. Its proof uses the fact that all configurations contain the same number of electrons. The constant left open by `potential_unique` is therefore a real freedom.

`single_configuration_shares` sets H0 = 0 and puts the whole amplitude on one configuration S. This state is an eigenstate for every v, with eigenvalue V(S). On two or more sites it therefore shows that an amplitude that is nonzero on at least one configuration is not enough to determine the potential up to a constant. For a given eigenvalue, the equation at S fixes only one sum of site values, and the equations at all other configurations read 0 = 0.

`uniform_witness` provides an eigenstate without zeros for every n ≤ 4M. All matrix elements of H0 equal 1, the potential is zero, and every amplitude is 1. If N is the number of configurations, each row of H0 ψ adds N ones, so the eigenvalue is N. The normalised state has amplitude 1/√N on each configuration. This H0 is chosen for simplicity and is not meant as a realistic hopping operator: for 2 ≤ n ≤ 4M − 2 it also connects configurations that differ in more than one occupied state. Together with `eigenstate_shift`, it gives pairs of different potentials to which `potential_unique` applies whenever 1 ≤ n < 4M.
